# For a moving massive particle, the Pauli–Lubanski invariant bounds the time component

## Two spatial dimensions

Take a particle of mass $m$ with momentum $p=(k,0)$ in a plane, where $k\neq 0$. In units with $c=1$ its energy is $E=\sqrt{m^2+k^2}$. Let $(w_0,w)$ be a second spacetime vector, with time component $w_0$ and spatial part $w=(a,b)$, and let it be Minkowski-orthogonal to the energy-momentum vector $(E,p)$, so that $E w_0=ka$. Then

$$
k^2(a^2+b^2-w_0^2)-m^2w_0^2
=k^2a^2+k^2b^2-E^2w_0^2
=k^2b^2 .
$$

The right side is never negative, so $m^2w_0^2\le k^2(a^2+b^2-w_0^2)$. It vanishes exactly when $b=0$, that is, when $w$ points along the line of the momentum. In general, the right side $k^2b^2$ becomes the Gram determinant of $p$ and $w$.

## Spin, helicity and the orthogonality condition

For a particle with angular momentum $J$ and boost generator $K$, the Pauli–Lubanski vector has time component $w_0=J\cdot p$ and spatial part $w=EJ+p\times K$, in one sign convention for $K$. Since $p\cdot(p\times K)=0$, classical values of these quantities satisfy $E w_0=p\cdot w$. Together with the mass-shell relation $E^2=m^2+|p|^2$, this condition is all that the bound needs.

In the rest frame of a massive particle the vector is $(0,mS)$, where $S$ is the spin. The Lorentz-invariant quantity $|w|^2-w_0^2$ therefore equals $m^2|S|^2$. With the helicity $h=J\cdot p/|p|$ we also have $w_0=|p|h$, and the bound becomes $|h|\le|S|$: the spin component along the motion is at most the length of the spin.

In quantum mechanics the bound applies to the real expectation values of the components for a single free particle of sharp momentum, but the invariant formed from those expectation values is in general not the expectation value of the Casimir operator. For a massive particle of spin zero, for example, both are zero, while for nonzero spin they differ.

## The general inequality and its Lean statement

Let $V$ be a real inner-product space with inner product $\langle\cdot,\cdot\rangle$ and norm $|\cdot|$. Let $m$ be real, $p\in V$ nonzero, $E=\sqrt{m^2+|p|^2}$, and let $(w_0,w)\in\mathbb R\times V$ satisfy $Ew_0=\langle p,w\rangle$. Then

$$
m^2w_0^2\le |p|^2\bigl(|w|^2-w_0^2\bigr),
$$

with equality exactly when $w=cp$ for some real $c$.

This is `time_component_bound`. Its ingredients correspond to the physics as follows.

- `V` is the space of spatial momenta. It may have any dimension, including infinite dimension; the names "four-vector" and "four-momentum" are kept for pairs in $\mathbb R\times V$ in every case. In one dimension every $w$ is a multiple of $p$, so equality always holds.
- `energy m p` is the positive on-shell energy. The mass enters only through $m^2$, so the theorem needs no assumption on the sign of $m$ and includes $m=0$.
- `Transverse m p w0 w` is the four-dimensional orthogonality condition. It does not mean that $w$ is perpendicular to $p$ in space.
- `spinInvariant w0 w` is $|w|^2-w_0^2$, positive for spacelike vectors. In the opposite metric signature it is minus the Lorentz square.
- `hp : p ≠ 0` says that the particle moves in the chosen frame. At $p=0$ both sides of the inequality are zero for every allowed $w$, so equality no longer singles out a direction.

The file does not construct the Pauli–Lubanski vector from Poincaré generators. It treats any real four-vector that meets the orthogonality condition, and contains no operators, commutators or spin quantisation.

## The gap is a Gram determinant

Subtract the left side of the bound from the right side, then use the mass shell and orthogonality in turn:

$$
\begin{aligned}
|p|^2(|w|^2-w_0^2)-m^2w_0^2
&=|p|^2|w|^2-(|p|^2+m^2)w_0^2\\
&=|p|^2|w|^2-E^2w_0^2\\
&=|p|^2|w|^2-\langle p,w\rangle^2=:G .
\end{aligned}
$$

The Cauchy–Schwarz inequality gives $G\ge0$, which is the bound.

For equality, let $c=\langle p,w\rangle/|p|^2$, so that $cp$ is the projection of $w$ on the direction of $p$. Then

$$
|p|^2|w-cp|^2
=|p|^2\bigl(|w|^2-2c\langle p,w\rangle+c^2|p|^2\bigr)
=|p|^2|w|^2-\langle p,w\rangle^2=G .
$$

If $G=0$, then $w=cp$, because $|p|\ne0$. Conversely, if $w=cp$ for any real $c$, both terms of $G$ equal $c^2|p|^4$, and $G=0$.

## Massive, massless and longitudinal vectors

**Massive particles.** Suppose $m>0$ and $w\ne0$; here $p$ may be zero. Orthogonality and the mass shell give

$$
E^2(|w|^2-w_0^2)=E^2|w|^2-\langle p,w\rangle^2=m^2|w|^2+G>0 .
$$

Since $E^2>0$, the four-vector is spacelike.

**Massless particles.** Suppose $m=0$ and $p\ne0$, so $E=|p|$. If $|w|^2-w_0^2=0$, both sides of the bound vanish, and hence $w=cp$. Orthogonality then reads $Ew_0=c|p|^2=cE^2$, so $w_0=cE$. Conversely, $(w_0,w)=c(E,p)$ has invariant $c^2(|p|^2-E^2)=0$. The factor $c$ is the helicity when the vector is the Pauli–Lubanski vector. The vanishing of the invariant is one side of this equivalence and is not derived from masslessness.

**A longitudinal vector.** For $m>0$, $p\ne0$ and any real $s$, set

$$
w_0=\frac{|p|s}{m},\qquad w=\frac{Es}{m|p|}\,p .
$$

Both $Ew_0$ and $\langle p,w\rangle$ equal $E|p|s/m$, so the vector is orthogonal to the four-momentum. Its invariant is $s^2(E^2-|p|^2)/m^2=s^2$. Since $w$ is a multiple of $p$, the bound is an equality. At $s=1$ and in three spatial dimensions, this is the longitudinal polarisation vector of a free massive spin-one particle.

## A numerical check and a stable formula

In three dimensions take $m=3$, $p=(0,0,4)$ and $w=(1,0,5)$. Then $E=5$, and orthogonality fixes $w_0=p\cdot w/E=4$. The invariant is $26-16=10$, and the bound reads $144\le160$. The gap of $16$ is $|p\times w|^2$, as it should be. Removing the transverse component of $w$ lowers the invariant to $9$ and gives $144=144$.

In code that stores $p$ and $w$, the same algebra helps with rounding. For a nearly longitudinal vector at $E\gg m$, the difference $|w|^2-w_0^2$ subtracts two almost equal numbers. With $E/m=10^4$, double precision loses about eight digits. The equivalent expression

$$
|w|^2-w_0^2=\frac{m^2|w|^2+|p\times w|^2}{E^2}
$$

adds two nonnegative terms and avoids that subtraction. The products inside the cross product can still nearly cancel, but with $E/m=10^4$ this costs at most about four digits instead of eight.

## The complete Lean file

```lean
import Mathlib

open scoped InnerProductSpace

namespace PauliLubanskiBound

noncomputable section

variable {V : Type*} [NormedAddCommGroup V] [InnerProductSpace ℝ V]

/-- The energy of a particle of mass `m` and momentum `p`, in units with `c = 1`. -/
def energy (m : ℝ) (p : V) : ℝ := √(m ^ 2 + ‖p‖ ^ 2)

/-- The four-vector `(w0, w)` is Minkowski-orthogonal to the four-momentum `(E, p)`. -/
def Transverse (m : ℝ) (p : V) (w0 : ℝ) (w : V) : Prop :=
  energy m p * w0 = inner ℝ p w

/-- The Lorentz square of `(w0, w)`, with the sign that is positive for spacelike vectors. -/
def spinInvariant (w0 : ℝ) (w : V) : ℝ := ‖w‖ ^ 2 - w0 ^ 2

omit [InnerProductSpace ℝ V] in
/-- The mass-shell relation between energy, mass and momentum. -/
theorem energy_sq (m : ℝ) (p : V) : energy m p ^ 2 = m ^ 2 + ‖p‖ ^ 2 :=
  Real.sq_sqrt (by positivity)

private lemma norm_smul_sq (c : ℝ) (p : V) : ‖c • p‖ ^ 2 = c ^ 2 * ‖p‖ ^ 2 := by
  rw [norm_smul, mul_pow, Real.norm_eq_abs, sq_abs]

private lemma inner_sq_le (p w : V) : (inner ℝ p w) ^ 2 ≤ ‖p‖ ^ 2 * ‖w‖ ^ 2 := by
  rw [← mul_pow, ← sq_abs (inner ℝ p w)]
  exact pow_le_pow_left₀ (abs_nonneg _) (abs_real_inner_le_norm p w) 2

/-- For nonzero `p`, the Cauchy-Schwarz inequality is saturated exactly when `w` is a
real multiple of `p`. -/
theorem inner_sq_eq_iff {p : V} (hp : p ≠ 0) (w : V) :
    (inner ℝ p w) ^ 2 = ‖p‖ ^ 2 * ‖w‖ ^ 2 ↔ ∃ c : ℝ, w = c • p := by
  have hP : ‖p‖ ^ 2 ≠ 0 := pow_ne_zero 2 (norm_ne_zero_iff.mpr hp)
  constructor
  · intro h
    -- `c • p` is the projection of `w` on the direction of `p`
    obtain ⟨c, hc⟩ : ∃ c : ℝ, c * ‖p‖ ^ 2 = inner ℝ p w :=
      ⟨inner ℝ p w / ‖p‖ ^ 2, div_mul_cancel₀ _ hP⟩
    have hn : ‖w - c • p‖ ^ 2 = 0 := by
      rw [norm_sub_sq_real, real_inner_smul_right, norm_smul_sq, real_inner_comm p w]
      apply mul_left_cancel₀ hP
      linear_combination (c * ‖p‖ ^ 2 - inner ℝ p w) * hc - h
    exact ⟨c, sub_eq_zero.mp (norm_eq_zero.mp ((pow_eq_zero_iff two_ne_zero).mp hn))⟩
  · rintro ⟨c, rfl⟩
    rw [real_inner_smul_right, real_inner_self_eq_norm_sq, norm_smul_sq]
    ring

/-- For a four-vector orthogonal to the four-momentum, the gap between
`|p|² (|w|² - w0²)` and `m² w0²` is the Gram determinant of `p` and `w`. -/
theorem gap_eq_gram {m : ℝ} {p : V} {w0 : ℝ} {w : V} (h : Transverse m p w0 w) :
    ‖p‖ ^ 2 * spinInvariant w0 w - m ^ 2 * w0 ^ 2
      = ‖p‖ ^ 2 * ‖w‖ ^ 2 - (inner ℝ p w) ^ 2 := by
  have h' : energy m p * w0 = inner ℝ p w := h
  rw [← h', spinInvariant]
  linear_combination w0 ^ 2 * energy_sq m p

/-- For a four-vector `(w0, w)` orthogonal to the four-momentum of a moving particle,
`m² w0²` is at most `|p|² (|w|² - w0²)`, with equality exactly when `w` is a real
multiple of `p`. -/
theorem time_component_bound {m : ℝ} {p : V} (hp : p ≠ 0) {w0 : ℝ} {w : V}
    (h : Transverse m p w0 w) :
    m ^ 2 * w0 ^ 2 ≤ ‖p‖ ^ 2 * spinInvariant w0 w ∧
      (m ^ 2 * w0 ^ 2 = ‖p‖ ^ 2 * spinInvariant w0 w ↔ ∃ c : ℝ, w = c • p) := by
  have hg := gap_eq_gram h
  refine ⟨by linarith [inner_sq_le p w], ?_⟩
  -- equality in the bound is equality in Cauchy-Schwarz
  rw [← inner_sq_eq_iff hp w]
  constructor <;> intro h1 <;> linarith

/-- For a massive particle, a four-vector orthogonal to the four-momentum with nonzero
spatial part is spacelike. -/
theorem spacelike_of_massive {m : ℝ} (hm : 0 < m) {p : V} {w0 : ℝ} {w : V}
    (hw : w ≠ 0) (h : Transverse m p w0 w) : 0 < spinInvariant w0 w := by
  have h' : energy m p * w0 = inner ℝ p w := h
  have key : energy m p ^ 2 * spinInvariant w0 w
      = m ^ 2 * ‖w‖ ^ 2 + (‖p‖ ^ 2 * ‖w‖ ^ 2 - (inner ℝ p w) ^ 2) := by
    rw [← h', spinInvariant]
    linear_combination ‖w‖ ^ 2 * energy_sq m p
  have hwn : 0 < ‖w‖ := norm_pos_iff.mpr hw
  have hpos : 0 < m ^ 2 * ‖w‖ ^ 2 := by positivity
  by_contra hn
  have h2 := mul_nonneg (sq_nonneg (energy m p)) (neg_nonneg.mpr (not_lt.mp hn))
  linarith [inner_sq_le p w]

/-- For a massless particle of nonzero momentum, a four-vector orthogonal to the four-momentum is
lightlike or zero exactly when it is a real multiple of the four-momentum. -/
theorem massless_null_iff {p : V} (hp : p ≠ 0) {w0 : ℝ} {w : V}
    (h : Transverse 0 p w0 w) :
    spinInvariant w0 w = 0 ↔ ∃ c : ℝ, w0 = c * energy 0 p ∧ w = c • p := by
  have hE : energy 0 p ^ 2 = ‖p‖ ^ 2 := by
    rw [energy_sq]
    ring
  have hP : ‖p‖ ^ 2 ≠ 0 := pow_ne_zero 2 (norm_ne_zero_iff.mpr hp)
  have hE0 : energy 0 p ≠ 0 := by
    intro h0
    apply hP
    rw [← hE, h0]
    norm_num
  constructor
  · intro hs
    obtain ⟨c, rfl⟩ := (time_component_bound hp h).2.mp (by rw [hs]; ring)
    refine ⟨c, ?_, rfl⟩
    -- orthogonality fixes the time component
    have h' : energy 0 p * w0 = inner ℝ p (c • p) := h
    rw [real_inner_smul_right, real_inner_self_eq_norm_sq] at h'
    apply mul_left_cancel₀ hE0
    linear_combination h' - c * hE
  · rintro ⟨c, rfl, rfl⟩
    rw [spinInvariant, norm_smul_sq]
    linear_combination -c ^ 2 * hE

/-- For a moving massive particle and any real `s`, the displayed four-vector with spatial
part along `p` is orthogonal to the four-momentum, has invariant `s²` and saturates
the bound. -/
theorem longitudinal_witness {m : ℝ} (hm : 0 < m) {p : V} (hp : p ≠ 0) (s : ℝ) :
    Transverse m p (‖p‖ * s / m) ((energy m p * s / (m * ‖p‖)) • p) ∧
      spinInvariant (‖p‖ * s / m) ((energy m p * s / (m * ‖p‖)) • p) = s ^ 2 ∧
      m ^ 2 * (‖p‖ * s / m) ^ 2 = ‖p‖ ^ 2 *
        spinInvariant (‖p‖ * s / m) ((energy m p * s / (m * ‖p‖)) • p) := by
  have hm0 : m ≠ 0 := hm.ne'
  have hP : ‖p‖ ≠ 0 := norm_ne_zero_iff.mpr hp
  have ht : Transverse m p (‖p‖ * s / m) ((energy m p * s / (m * ‖p‖)) • p) := by
    rw [Transverse, real_inner_smul_right, real_inner_self_eq_norm_sq]
    field_simp
  refine ⟨ht, ?_, (time_component_bound hp ht).2.mpr ⟨_, rfl⟩⟩
  rw [spinInvariant, norm_smul_sq]
  have e : (energy m p * s / (m * ‖p‖)) ^ 2 * ‖p‖ ^ 2 - (‖p‖ * s / m) ^ 2
      = s ^ 2 * (energy m p ^ 2 - ‖p‖ ^ 2) / m ^ 2 := by
    field_simp
  -- the mass shell turns `E² - |p|²` into `m²`
  rw [e, energy_sq, add_sub_cancel_right]
  exact mul_div_cancel_right₀ _ (pow_ne_zero 2 hm0)

end

end PauliLubanskiBound
```

```lean
#print axioms PauliLubanskiBound.time_component_bound
#print axioms PauliLubanskiBound.spacelike_of_massive
#print axioms PauliLubanskiBound.massless_null_iff
```

```
'PauliLubanskiBound.time_component_bound' depends on axioms: [propext, Classical.choice, Quot.sound]
'PauliLubanskiBound.spacelike_of_massive' depends on axioms: [propext, Classical.choice, Quot.sound]
'PauliLubanskiBound.massless_null_iff' depends on axioms: [propext, Classical.choice, Quot.sound]
```

## From the mass shell to the bound

`energy_sq` removes the square root: its argument is a sum of squares and hence nonnegative. The later proofs use the energy through this relation.

`gap_eq_gram` is the three-line calculation of $G$. The rewrite with `← h'` replaces $\langle p,w\rangle$ by $Ew_0$. What remains is the mass-shell relation multiplied by $w_0^2$, and this is the combination passed to `linear_combination`. The identity needs neither $p\ne0$ nor a condition on $m$.

`inner_sq_le` squares Mathlib's Cauchy–Schwarz inequality. `inner_sq_eq_iff` proves the equality case through the projection. It obtains $c$ with $c|p|^2=\langle p,w\rangle$, expands $|w-cp|^2$, and multiplies by the nonzero factor $|p|^2$. The final `linear_combination` uses the equation for $c$ and the assumed equality to show that the result is zero. The reverse direction substitutes $w=cp$ and expands.

In `time_component_bound`, the gap identity and `inner_sq_le` give the inequality by linear arithmetic. For the second claim, the proof replaces "multiple of $p$" by equality in Cauchy–Schwarz. The gap identity then turns either equality into the other.

## How the special cases are proved

`spacelike_of_massive` establishes the formula for $E^2(|w|^2-w_0^2)$ under the name `key`. If the invariant were not positive, the left side of `key` would be at most zero, while the right side is strictly positive. The proof ends with this contradiction.

`massless_null_iff` first shows that $E^2=|p|^2$ and $E\ne0$. A vanishing invariant turns the bound into an equality, so the main theorem supplies $c$. Cancelling $E$ from the orthogonality condition then gives $w_0=cE$. The converse is a direct calculation with $E^2=|p|^2$.

`longitudinal_witness` proves orthogonality first, because the main theorem requires it. Saturation then follows from the equality criterion, with the coefficient of $p$ read off from the displayed vector. For the invariant, the equation `e` collects the terms into $s^2(E^2-|p|^2)/m^2$, and the mass shell reduces this to $s^2$.
